# For a positive excitation energy d, exp(−d/T) vanishes faster than any power of T as T → 0⁺

For a fixed energy `d > 0` and any natural number `n`, `tendsto_activated` states that exp(−d/T)/Tⁿ tends to 0 as T tends to 0 from above. Here T is the temperature in units where Boltzmann's constant is 1, and `d` is simply a positive real number, with no Hamiltonian or spectrum in the statement. The proof starts from the fact that xⁿ exp(−x) tends to 0 as x grows without bound, puts x = d/T, and multiplies by the constant 1/dⁿ. It then has to show that the resulting function equals exp(−d/T)/Tⁿ for each T.

As first written in Lean, the proof fails:

```lean
import Mathlib

open Filter Topology

namespace TendstoActivated

noncomputable section

/-- For an excitation energy `d > 0`, the factor `exp (-d / T)` vanishes faster than any power
of `T` as `T` tends to zero from above. -/
theorem tendsto_activated {d : ℝ} (hd : 0 < d) (n : ℕ) :
    Tendsto (fun T : ℝ => Real.exp (-d / T) / T ^ n) (𝓝[>] 0) (𝓝 0) := by
  -- substitute `x = d / T` in the limit of `x ^ n * exp (-x)` at infinity
  have h := ((Real.tendsto_pow_mul_exp_neg_atTop_nhds_zero n).comp
    (tendsto_inv_nhdsGT_zero.const_mul_atTop hd)).const_mul ((d ^ n)⁻¹)
  rw [mul_zero] at h
  refine h.congr fun T => ?_
  have he : -(d * T⁻¹) = -d / T := by ring
  simp only [Function.comp_apply, he, mul_pow, inv_pow]
  rw [mul_assoc, inv_mul_cancel_left₀ (pow_pos hd n).ne', mul_comm, div_eq_mul_inv]

end

end TendstoActivated
```

Lean reports:

```
Main.lean:12:71: error: unsolved goals
d : ℝ
hd : 0 < d
n : ℕ
h : Tendsto (fun x => (d ^ n)⁻¹ * ((fun x => x ^ n * Real.exp (-x)) ∘ fun x => d * x⁻¹) x) (𝓝[>] 0) (𝓝 0)
T : ℝ
he : -(d * T⁻¹) = -d / T
⊢ Real.exp (-d * T⁻¹) * (T ^ n)⁻¹ = Real.exp (-d * T⁻¹) / T ^ n
```

The error says that the proof ran out of steps with an equation still to prove. Just before the last rewrite, the left side was `Real.exp (-d / T) * (T ^ n)⁻¹` and the right side `Real.exp (-d / T) / T ^ n`, so only the outer division on the right needed unfolding.

But `rw [div_eq_mul_inv]` looks for any quotient, settles on the first one it finds, and rewrites only the instances of that one. Here it settled on `-d / T`, inside the exponential. Both exponentials became `Real.exp (-d * T⁻¹)`, as the message shows, while the outer division stayed as it was. The two sides still differed in form, and the `rfl` that `rw` tries at the end could not close the goal.

The repair uses the lemma backwards. `← div_eq_mul_inv` looks for a product with an inverse, and the only one there is the whole left side. That becomes `Real.exp (-d / T) / T ^ n`, the same as the right side, and `rw` closes the goal.

The mended proof, as a diff:

```diff
@@ -18,5 +18,5 @@
   have he : -(d * T⁻¹) = -d / T := by ring
   simp only [Function.comp_apply, he, mul_pow, inv_pow]
-  rw [mul_assoc, inv_mul_cancel_left₀ (pow_pos hd n).ne', mul_comm, div_eq_mul_inv]
+  rw [mul_assoc, inv_mul_cancel_left₀ (pow_pos hd n).ne', mul_comm, ← div_eq_mul_inv]
 
 end
```
